# For a cubic static energy and a volume-independent thermal pressure, a centred three-point parabola fit shifts the volume but keeps the initial slope of thermal expansion

## A crystal sampled at three volumes

A crystal is heated and its equilibrium volume grows. To compute this growth, one can evaluate the free energy at a few volumes, fit a curve through the values at each temperature, and take the minimum of the curve as the equilibrium volume. With three volumes and a parabola, the fit misses the anharmonicity of the static energy, yet that anharmonicity makes the crystal stiffer on one side of the minimum than on the other. How much of this error reaches the volume, and how much reaches the expansion?

Let $x$ be the volume measured from the static equilibrium volume, and let $T$ be the temperature. The model is
$$F(x)=\frac{a x^2}{2}+\frac{c x^3}{6}+\frac{d x^4}{24}-pTx .$$
Here $a>0$ is the static curvature, and $c$ and $d$ are the third and fourth derivatives of the static energy at $x=0$. The constant $p$ is the thermal pressure per unit temperature. It stands for classical vibrations whose log-frequencies sum to a linear function of volume; terms that depend on $T$ alone do not move the minimum and are omitted. Zero-point motion and the quantum freezing-out of phonons are absent, so $T=0$ is the starting point of the classical law and not a description of a real crystal at low temperature.

The main result concerns $d=0$. The quartic term shows one way in which it fails.

## The fitted volume

Take the parabola through $F$ at $-h$, $0$ and $h$, with $h\neq0$. Since $F(0)=0$, its linear and quadratic coefficients are
$$\frac{F(h)-F(-h)}{2h}=\frac{c h^2}{6}-pT,\qquad
\frac{F(h)+F(-h)}{2h^2}=\frac a2+\frac{d h^2}{24}.$$
On the three grid points $x^3$ equals $h^2x$, so the fit mistakes the cubic energy for a linear one, that is, for a constant extra pressure $-ch^2/6$. Likewise $x^4$ equals $h^2x^2$ there, and the quartic energy is mistaken for extra stiffness.

Write $K=a+dh^2/12$ and suppose $K>0$. With $m=(pT-ch^2/6)/K$, the parabola $P$ satisfies
$$P(y)=\frac K2y^2-Km\,y=P(m)+\frac K2(y-m)^2 .$$
Its only minimiser is therefore
$$v(T)=\frac{pT-ch^2/6}{a+dh^2/12},$$
a straight line in $T$ with slope $p/K$.

## The true volume near zero temperature

The true volume $x(T)$ is a stationary point of $F$:
$$a x+\frac{c x^2}{2}+\frac{d x^3}{6}-pT=0 .$$
Take a branch with $x(0)=0$ that is continuous at $T=0$. Factoring out $x$ gives
$$x(T)\left(a+\frac{c\,x(T)}2+\frac{d\,x(T)^2}6\right)=pT .$$
For small $T$ the bracket is close to $a$, hence nonzero. For small $T\neq0$ we may divide by it and by $T$:
$$\frac{x(T)-x(0)}{T}=\frac{p}{a+c\,x(T)/2+d\,x(T)^2/6}\longrightarrow\frac pa\qquad(T\to0).$$

For $d=0$ we have $K=a$, so both initial slopes are $p/a$, while
$$v(0)-x(0)=-\frac{c h^2}{6a}.$$
For $d\neq0$ and $p\neq0$ the slopes $p/K$ and $p/a$ differ.

When $d=0$ the stationarity condition is quadratic, and the branch through zero is
$$x(T)=\frac{2pT}{a+\sqrt{a^2+2cpT}},$$
a form that also holds at $c=0$.

## Three volumes in a quasi-harmonic calculation

A minimal quasi-harmonic calculation computes static energies and phonon frequencies at $V_0-h$, $V_0$ and $V_0+h$, where $V_0$ is the static equilibrium volume, adds the vibrational free energy at each temperature, and fits a parabola. More volumes and an equation-of-state fit are common, and the result does not cover them. For this cubic, classical model, the result says that the fitted volume is off by $-ch^2/(6a)$ at $T=0$, and that the initial $dV/dT$ is exact. At higher temperature the error changes, by $c(pT)^2/(2a^3)$ to leading order, because the true volume is not linear in $T$ when $c$ and $p$ are nonzero.

The offset can be expressed through the pressure derivative $B'$ of the bulk modulus at $V_0$. For a static energy $E(V)$ the pressure is $-E'$ and $B=VE''$, which gives $c/a=-(1+B')/V_0$, so the relative offset is $(1+B')(h/V_0)^2/6$. For $B'=5$ and a spacing of 2% this is $4\times10^{-4}$, and the fitted volume at $T=0$ is too large. The expansion coefficient $V^{-1}dV/dT$ still feels the offset through its prefactor $V^{-1}$.

As $h\to0$ the offset vanishes quadratically. If $c=d=0$, the parabola is $F$ itself and the fit is exact at every temperature.

## What the Lean statement says

The function `freeEnergy a c d p T x` is $F(x)$, and `parabolaFit F h x` is the interpolating parabola. The main theorem, `volume_biased_expansion_exact`, sets the quartic coefficient to `0` and assumes `0 < a` and `h ≠ 0`; the sign of `p` is free.

The fitted volume is any function `v` for which `hv` holds: at every `T`, the value `v T` minimises the parabola over all real `y`. The true volume is any function `x` with `x 0 = 0`, continuous at `0`, and stationary for all `T` near `0`. The last condition is `hs`, where `∀ᶠ T in 𝓝 0` means "for all `T` in some neighbourhood of zero". That neighbourhood includes negative `T`, a formal continuation of the model that makes the slope an ordinary two-sided derivative.

The conclusion has four parts: the formula for `v T` at every `T`, the offset at `T = 0`, and the derivative `p / a` at `0` for `v` and for `x`.

The true volume is stationary and not a global minimiser, because a cubic energy with $c\neq0$ is unbounded below. The condition `x 0 = 0` selects the branch: for $c\neq0$ there is a second stationary point at $T=0$, namely $-2a/c$.

The grid is centred on the static equilibrium. Centred instead at $x_0$, with $a+cx_0>0$, the same algebra gives the fitted slope $p/(a+cx_0)$, and the agreement is lost when $p$, $c$ and $x_0$ are all nonzero. The result also relies on a thermal pressure that is independent of volume; with a constant Grüneisen parameter it varies as $1/V$. An extra term $qTx^2/2$ in $F$, for example, leaves the true initial slope at $p/a$ but changes the fitted one by $qch^2/(6a^2)$.

The theorem `initial_expansion_exact_iff` restores `d` and states that, for `p ≠ 0` and positive fitted curvature, the initial slopes agree exactly when `d = 0`. It needs only `a ≠ 0`, though a stable crystal has $a>0$. For $d\neq0$ the branch it speaks of exists by the implicit function theorem, which the file does not invoke.

```lean
import Mathlib

open Filter Topology

namespace VolumeFitBias

noncomputable section

/-- Free energy at volume displacement `x` and temperature `T`: harmonic, cubic and quartic
static terms with coefficients `a`, `c`, `d`, and a thermal pressure term `-p T x`. -/
def freeEnergy (a c d p T x : ℝ) : ℝ :=
  a * x ^ 2 / 2 + c * x ^ 3 / 6 + d * x ^ 4 / 24 - p * T * x

/-- The parabola fitted to the values of `F` at `-h`, `0` and `h`, for a spacing `h ≠ 0`. -/
def parabolaFit (F : ℝ → ℝ) (h x : ℝ) : ℝ :=
  F 0 + (F h - F (-h)) / (2 * h) * x + (F h + F (-h) - 2 * F 0) / (2 * h ^ 2) * x ^ 2

/-- The stationary volume of the cubic free energy that starts at zero displacement, in closed
form, for `a > 0` and `a ^ 2 + 2 c p T ≥ 0`. -/
def cubicBranch (a c p T : ℝ) : ℝ :=
  2 * p * T / (a + √(a ^ 2 + 2 * c * p * T))

/-- For `h ≠ 0`, a quadratic takes the values of `F` at `h`, `0` and `-h` exactly when it is
the fitted parabola. -/
theorem interpolates_iff_parabolaFit (F : ℝ → ℝ) {h : ℝ} (hh : h ≠ 0) (α β γ : ℝ) :
    (α * h ^ 2 + β * h + γ = F h ∧ α * 0 ^ 2 + β * 0 + γ = F 0 ∧
      α * (-h) ^ 2 + β * (-h) + γ = F (-h)) ↔
    ∀ x, α * x ^ 2 + β * x + γ = parabolaFit F h x := by
  constructor
  · rintro ⟨h1, h0, h2⟩ x
    unfold parabolaFit
    rw [← h1, ← h0, ← h2]
    field_simp
    ring
  · intro H
    refine ⟨(H h).trans ?_, (H 0).trans ?_, (H (-h)).trans ?_⟩
    · unfold parabolaFit
      field_simp
      ring
    · simp [parabolaFit]
    · unfold parabolaFit
      field_simp
      ring

/-- The derivative of the free energy with respect to the volume displacement. -/
theorem hasDerivAt_freeEnergy (a c d p T x : ℝ) :
    HasDerivAt (freeEnergy a c d p T)
      (a * x + c * x ^ 2 / 2 + d * x ^ 3 / 6 - p * T) x := by
  have e : freeEnergy a c d p T =
      fun y => a / 2 * y ^ 2 + c / 6 * y ^ 3 + d / 24 * y ^ 4 - p * T * y := by
    funext y
    simp only [freeEnergy]
    ring
  have h := ((((hasDerivAt_pow 2 x).const_mul (a / 2)).fun_add
    ((hasDerivAt_pow 3 x).const_mul (c / 6))).fun_add
    ((hasDerivAt_pow 4 x).const_mul (d / 24))).fun_sub
    ((hasDerivAt_id' x).const_mul (p * T))
  rw [e]
  exact h.congr_deriv (by norm_num; ring)

/-- For `h ≠ 0` and positive fitted curvature `a + d h² / 12`, the fitted parabola is minimal
at `(p T - c h² / 6) / (a + d h² / 12)` and nowhere else. -/
theorem fit_minimal_iff {a c d p h : ℝ} (hh : h ≠ 0) (hK : 0 < a + d * h ^ 2 / 12)
    (T v : ℝ) :
    (∀ y, parabolaFit (freeEnergy a c d p T) h v ≤ parabolaFit (freeEnergy a c d p T) h y) ↔
      v = (p * T - c * h ^ 2 / 6) / (a + d * h ^ 2 / 12) := by
  have fit : ∀ y, parabolaFit (freeEnergy a c d p T) h y =
      (a + d * h ^ 2 / 12) / 2 * y ^ 2 - (p * T - c * h ^ 2 / 6) * y := by
    intro y
    unfold parabolaFit freeEnergy
    field_simp
    ring
  have hm : p * T - c * h ^ 2 / 6 =
      (p * T - c * h ^ 2 / 6) / (a + d * h ^ 2 / 12) * (a + d * h ^ 2 / 12) :=
    (div_eq_iff hK.ne').mp rfl
  generalize (p * T - c * h ^ 2 / 6) / (a + d * h ^ 2 / 12) = m at hm ⊢
  -- complete the square around the vertex `m`
  have key : ∀ y, parabolaFit (freeEnergy a c d p T) h y =
      parabolaFit (freeEnergy a c d p T) h m + (a + d * h ^ 2 / 12) / 2 * (y - m) ^ 2 := by
    intro y
    rw [fit y, fit m]
    linear_combination (m - y) * hm
  constructor
  · intro hv
    have h1 := hv m
    rw [key v] at h1
    by_contra hne
    have h2 : 0 < (v - m) ^ 2 := pow_pos_of_ne (sub_ne_zero.mpr hne)
    have h3 := mul_pos (half_pos hK) h2
    linarith
  · rintro rfl y
    rw [key y]
    have h3 := mul_nonneg (half_pos hK).le (sq_nonneg (y - v))
    linarith
where
  pow_pos_of_ne {z : ℝ} (hz : z ≠ 0) : 0 < z ^ 2 := by positivity

/-- For `a ≠ 0`, every branch of stationary volumes that is continuous at `T = 0` and starts at
zero displacement has initial slope `p / a`. -/
theorem true_initial_expansion {a c d p : ℝ} (ha : a ≠ 0) {x : ℝ → ℝ} (h0 : x 0 = 0)
    (hx : ContinuousAt x 0)
    (hs : ∀ᶠ T in 𝓝 0, HasDerivAt (freeEnergy a c d p T) 0 (x T)) :
    HasDerivAt x (p / a) 0 := by
  have hg : ContinuousAt (fun T => a + c * x T / 2 + d * x T ^ 2 / 6) 0 := by fun_prop
  have hg0 : a + c * x 0 / 2 + d * x 0 ^ 2 / 6 = a := by simp [h0]
  have hne : ∀ᶠ T in 𝓝 0, a + c * x T / 2 + d * x T ^ 2 / 6 ≠ 0 :=
    hg.eventually_ne (by rw [hg0]; exact ha)
  have hlim : Tendsto (fun T => p / (a + c * x T / 2 + d * x T ^ 2 / 6)) (𝓝 0)
      (𝓝 (p / a)) := by
    have ht := hg.tendsto
    rw [hg0] at ht
    exact tendsto_const_nhds.div ht ha
  rw [hasDerivAt_iff_tendsto_slope]
  refine (hlim.mono_left nhdsWithin_le_nhds).congr' ?_
  -- stationarity turns the difference quotient into `p / (a + c x / 2 + d x² / 6)`
  filter_upwards [nhdsWithin_le_nhds hs, nhdsWithin_le_nhds hne, self_mem_nhdsWithin]
    with T h1 h2 h3
  have h3' : T ≠ 0 := h3
  have h4 := (hasDerivAt_freeEnergy a c d p T (x T)).unique h1
  rw [slope_def_field, h0, sub_zero, sub_zero, div_eq_div_iff h2 h3']
  linear_combination -h4

/-- For `h ≠ 0` and positive fitted curvature, the fitted volume expands at the constant rate
`p / (a + d h² / 12)`. -/
theorem fitted_expansion {a c d p h : ℝ} (hh : h ≠ 0) (hK : 0 < a + d * h ^ 2 / 12)
    {v : ℝ → ℝ} (hv : ∀ T y, parabolaFit (freeEnergy a c d p T) h (v T) ≤
      parabolaFit (freeEnergy a c d p T) h y) (T : ℝ) :
    HasDerivAt v (p / (a + d * h ^ 2 / 12)) T := by
  have e : v = fun T => (p * T - c * h ^ 2 / 6) / (a + d * h ^ 2 / 12) :=
    funext fun T => (fit_minimal_iff hh hK T (v T)).mp (hv T)
  rw [e]
  exact ((((hasDerivAt_id' T).const_mul p).sub_const _).div_const _).congr_deriv
    (by rw [mul_one])

/-- Cubic free energy with `a > 0`, fitted with spacing `h ≠ 0`: the fitted volume `v` is
`(p T - c h² / 6) / a`, off by `-c h² / (6 a)` at `T = 0`, yet `v` and any stationary branch `x`
continuous at `T = 0` with `x 0 = 0` share the initial slope `p / a`. -/
theorem volume_biased_expansion_exact {a c p h : ℝ} (ha : 0 < a) (hh : h ≠ 0)
    {v x : ℝ → ℝ} (hv : ∀ T y, parabolaFit (freeEnergy a c 0 p T) h (v T) ≤
      parabolaFit (freeEnergy a c 0 p T) h y)
    (h0 : x 0 = 0) (hx : ContinuousAt x 0)
    (hs : ∀ᶠ T in 𝓝 0, HasDerivAt (freeEnergy a c 0 p T) 0 (x T)) :
    (∀ T, v T = (p * T - c * h ^ 2 / 6) / a) ∧ v 0 - x 0 = -(c * h ^ 2) / (6 * a) ∧
      HasDerivAt v (p / a) 0 ∧ HasDerivAt x (p / a) 0 := by
  have hK0 : a + 0 * h ^ 2 / 12 = a := by ring
  have hK : 0 < a + 0 * h ^ 2 / 12 := by rw [hK0]; exact ha
  have hval : ∀ T, v T = (p * T - c * h ^ 2 / 6) / a := by
    intro T
    have h1 := (fit_minimal_iff hh hK T (v T)).mp (hv T)
    rwa [hK0] at h1
  refine ⟨hval, ?_, ?_, true_initial_expansion ha.ne' h0 hx hs⟩
  · have ha' := ha.ne'
    rw [hval 0, h0, sub_zero, div_eq_div_iff ha' (mul_ne_zero (by norm_num) ha')]
    ring
  · have h1 := fitted_expansion hh hK hv 0
    rwa [hK0] at h1

/-- With a quartic term, `p ≠ 0`, `a ≠ 0`, `h ≠ 0` and positive fitted curvature, the fitted and
true initial slopes agree exactly when the quartic coefficient `d` vanishes; the true branch is
continuous at `T = 0` and starts at zero displacement. -/
theorem initial_expansion_exact_iff {a c d p h : ℝ} (ha : a ≠ 0) (hp : p ≠ 0) (hh : h ≠ 0)
    (hK : 0 < a + d * h ^ 2 / 12) {v x : ℝ → ℝ}
    (hv : ∀ T y, parabolaFit (freeEnergy a c d p T) h (v T) ≤
      parabolaFit (freeEnergy a c d p T) h y)
    (h0 : x 0 = 0) (hx : ContinuousAt x 0)
    (hs : ∀ᶠ T in 𝓝 0, HasDerivAt (freeEnergy a c d p T) 0 (x T)) :
    deriv v 0 = deriv x 0 ↔ d = 0 := by
  rw [(fitted_expansion hh hK hv 0).deriv, (true_initial_expansion ha h0 hx hs).deriv]
  constructor
  · intro e
    rw [div_eq_div_iff hK.ne' ha] at e
    have h1 : p * h ^ 2 * d = 0 := by linear_combination -12 * e
    exact (mul_eq_zero.mp h1).resolve_left (mul_ne_zero hp (pow_ne_zero 2 hh))
  · intro e
    simp [e]

/-- For `a > 0`, the closed-form branch of the cubic free energy starts at zero displacement, is
continuous at `T = 0`, and is stationary for all `T` near `0`. -/
theorem cubicBranch_witness {a : ℝ} (ha : 0 < a) (c p : ℝ) :
    cubicBranch a c p 0 = 0 ∧ ContinuousAt (cubicBranch a c p) 0 ∧
      ∀ᶠ T in 𝓝 0, HasDerivAt (freeEnergy a c 0 p T) 0 (cubicBranch a c p T) := by
  have hne : ∀ T : ℝ, a + √(a ^ 2 + 2 * c * p * T) ≠ 0 := fun T =>
    (add_pos_of_pos_of_nonneg ha (Real.sqrt_nonneg _)).ne'
  refine ⟨by simp [cubicBranch], ?_, ?_⟩
  · have hc : Continuous (fun T : ℝ => 2 * p * T / (a + √(a ^ 2 + 2 * c * p * T))) :=
      Continuous.div (by fun_prop) (by fun_prop) hne
    exact hc.continuousAt
  · have hc : ContinuousAt (fun T : ℝ => a ^ 2 + 2 * c * p * T) 0 := by fun_prop
    have hpos : ∀ᶠ T in 𝓝 (0 : ℝ), 0 < a ^ 2 + 2 * c * p * T :=
      continuousAt_const.eventually_lt hc (by simp only [mul_zero, add_zero]; positivity)
    filter_upwards [hpos] with T hT
    have hs := Real.sq_sqrt hT.le
    have hx : 2 * p * T = cubicBranch a c p T * (a + √(a ^ 2 + 2 * c * p * T)) :=
      (div_eq_iff (hne T)).mp rfl
    -- the root of the quadratic stationarity condition
    have hcx : c * cubicBranch a c p T = √(a ^ 2 + 2 * c * p * T) - a := by
      apply mul_right_cancel₀ (hne T)
      linear_combination -hs - c * hx
    refine (hasDerivAt_freeEnergy a c 0 p T _).congr_deriv ?_
    linear_combination cubicBranch a c p T / 2 * hcx - 1 / 2 * hx

end

end VolumeFitBias
```

```lean
#print axioms VolumeFitBias.interpolates_iff_parabolaFit
-- 'VolumeFitBias.interpolates_iff_parabolaFit' depends on axioms: [propext, Classical.choice, Quot.sound]
#print axioms VolumeFitBias.volume_biased_expansion_exact
-- 'VolumeFitBias.volume_biased_expansion_exact' depends on axioms: [propext, Classical.choice, Quot.sound]
#print axioms VolumeFitBias.initial_expansion_exact_iff
-- 'VolumeFitBias.initial_expansion_exact_iff' depends on axioms: [propext, Classical.choice, Quot.sound]
```

## From the algebra to the Lean proof

`interpolates_iff_parabolaFit` justifies the definition of the fit: a quadratic matches `F` at the three points exactly when it equals `parabolaFit F h` everywhere. One direction substitutes the three values into the formula, and the other evaluates the formula at the three points.

`hasDerivAt_freeEnergy` assembles $F'$ from the power rule.

`fit_minimal_iff` is the completed square. The step `fit` computes the coefficients of the parabola, `hm` records that the vertex times the curvature is $pT-ch^2/6$, and `key` is the identity $P(y)=P(m)+\tfrac K2(y-m)^2$. If a minimiser `v` differed from `m`, the square would be positive and `P(v)` would exceed `P(m)`, a contradiction. Conversely, the square is never negative, so `m` is a minimiser.

`true_initial_expansion` follows the division by $T$. The bracket is continuous at zero (`hg`), has the value $a$ there (`hg0`), and so is nonzero nearby (`hne`); `hlim` is the limit $p/a$. The lemma `hasDerivAt_iff_tendsto_slope` turns the derivative into a limit of difference quotients. For each small nonzero `T`, uniqueness of the derivative equates the formula for $F'$ with zero, and `linear_combination` converts this equation into the required form of the quotient.

`fitted_expansion` replaces `v` by its formula and differentiates a straight line. The main theorem then combines these results after simplifying the curvature to `a`. In `initial_expansion_exact_iff`, equating $p/K$ with $p/a$ and clearing denominators leaves $p h^2 d=0$, which forces $d=0$ because $p$ and $h$ are nonzero.

`cubicBranch_witness` shows that for $d=0$ and $a>0$ the closed-form branch meets every condition placed on `x`. Near $T=0$ the radicand is positive, so its root squares back to it. This gives `hcx`, the relation $c\,x=\sqrt{a^2+2cpT}-a$, from which stationarity follows by algebra without dividing by `c`.
